# The line-of-centres rate constant and its activation energy $E_0 + \tfrac12 k_BT$

## The threshold belongs to the cross section

The reaction threshold can enter a thermal rate through the limits of the energy integral or through the cross section. Here it sits in the cross section, a piecewise function of the collision energy $E$:

$$\sigma(E)=\begin{cases}\pi d^2\,(1-E_0/E), & E>E_0\\ 0, & E\le E_0.\end{cases}$$

The rate is then defined for any cross section, by an integral over all positive energies. Here $d$ is the contact distance and $E_0\ge 0$ the threshold.

The form of $\sigma$ comes from a picture of hard spheres. At impact parameter $b$, the kinetic energy along the line of centres at contact is $E(1-b^2/d^2)$. Requiring it to be at least $E_0$ gives $b^2\le d^2(1-E_0/E)$, a disc of area $\sigma(E)$.

## From the Maxwell distribution to the rate

Let $\mu$ be the reduced mass and $\beta=1/(k_BT)$. The relative speed is $\sqrt{2E/\mu}$, and the Maxwell energy density is $2\sqrt{E/\pi}\,\beta^{3/2}e^{-\beta E}$. Averaging speed times cross section gives

$$k(\beta)=\sqrt{\frac{8}{\pi\mu}}\;\beta^{3/2}\int_0^\infty \sigma(E)\,E\,e^{-\beta E}\,dE .$$

Since $\sigma(E)E=\pi d^2(E-E_0)$ above threshold, every integral needed has the following form, with constants $u,v\ge0$. Substituting $E=E_0+x$,

$$\int_{E_0}^\infty (E-E_0)(u+vE)e^{-\beta E}dE
=e^{-\beta E_0}\int_0^\infty x\,(u+vE_0+vx)\,e^{-\beta x}dx
=e^{-\beta E_0}\left(\frac{u+vE_0}{\beta^2}+\frac{2v}{\beta^3}\right).$$

With $u=1$, $v=0$ the collision integral is $\pi d^2e^{-\beta E_0}/\beta^2$, and $\beta^{3/2}/\beta^2=\beta^{-1/2}$ gives

$$k(\beta)=\pi d^2\sqrt{\frac{8}{\pi\mu\beta}}\;e^{-\beta E_0}.$$

## Activation energy and mean reactive energy

Taking the logarithm, $\ln k=\text{const}-\tfrac12\ln\beta-\beta E_0$, so

$$-\frac{d\ln k}{d\beta}=E_0+\frac1{2\beta}.$$

The mean energy of reacting collisions is the integral with weight $E$ ($u=0$, $v=1$) divided by the one with weight 1:

$$\langle E\rangle_r=\frac{E_0/\beta^2+2/\beta^3}{1/\beta^2}=E_0+\frac2\beta .$$

Subtracting the mean thermal energy of relative motion, $3/(2\beta)$, recovers the activation energy. The subtracted term $3/(2\beta)$ is the mean of $E$ over the Maxwell density of all pairs; it enters the Lean statement as a given expression and is not derived there. This is Tolman's relation, established here for the line-of-centres cross section and not for a general $\sigma$.

In this classical model, the activation energy read from the slope of an Arrhenius plot at temperature $T$ therefore exceeds the threshold by $\tfrac12k_BT$. At $E_0=0$, where every hard-sphere collision reacts, that term is the whole activation energy.

The same substitution, done by hand and not proved in the Lean code, handles a step cross section, equal to $\pi d^2$ for $E>E_0$ and zero below: the rate gains a factor $1+\beta E_0$, and the activation energy becomes $E_0+\frac{1}{2\beta}-\frac{E_0}{1+\beta E_0}$.

## How the Lean statements read

`crossSection`, `thermalRate` and `meanReactiveEnergy` are the three definitions above, and `Ioi 0` is the range of positive energies. `thermalRate_eq` assumes only `0 < β` and `0 ≤ E0`; positive `d` and `μ` enter where the logarithm needs them, and positive `d` also where the mean is a quotient and where `reactive_iff` divides by $d^2$. In `activation_energy`, `HasDerivAt` says that $\ln k$ is differentiable at $\beta$ with derivative $-(E_0+1/(2\beta))$.

The Maxwell average is built into the definition of the rate, so thermal equilibrium is assumed. Orientation, internal states and tunnelling are absent from the model.

```lean
import Mathlib

open Real MeasureTheory Filter Set Topology

namespace LineOfCentres

noncomputable section

/-- The line-of-centres reaction cross section at collision energy `E`, for contact distance `d`
and threshold `E0`. -/
def crossSection (d E0 E : ℝ) : ℝ :=
  if E0 < E then π * d ^ 2 * (1 - E0 / E) else 0

/-- The thermal rate constant at inverse temperature `β` and reduced mass `μ` for a cross
section `σ` depending on the collision energy. -/
def thermalRate (σ : ℝ → ℝ) (μ β : ℝ) : ℝ :=
  Real.sqrt (8 / (π * μ)) * β ^ (3 / 2 : ℝ) *
    ∫ E in Ioi (0 : ℝ), σ E * E * Real.exp (-(β * E))

/-- The mean collision energy of those thermal collisions that react. -/
def meanReactiveEnergy (σ : ℝ → ℝ) (β : ℝ) : ℝ :=
  (∫ E in Ioi (0 : ℝ), E * (σ E * E * Real.exp (-(β * E)))) /
    ∫ E in Ioi (0 : ℝ), σ E * E * Real.exp (-(β * E))

/-- Above threshold, a collision with impact parameter `b` carries at least the energy `E0` along
the line of centres exactly when the disc of radius `b` has area at most the cross section. -/
theorem reactive_iff {d E0 E : ℝ} (b : ℝ) (hd : 0 < d) (h0 : 0 ≤ E0) (hE : E0 < E) :
    E0 ≤ E * (1 - b ^ 2 / d ^ 2) ↔ π * b ^ 2 ≤ crossSection d E0 E := by
  have hEp : 0 < E := lt_of_le_of_lt h0 hE
  have hpi := Real.pi_pos
  have hc : 0 < E / (π * d ^ 2) := by positivity
  -- the two energy and area margins differ by a positive factor
  have h1 : E * (1 - b ^ 2 / d ^ 2) - E0 =
      (π * d ^ 2 * (1 - E0 / E) - π * b ^ 2) * (E / (π * d ^ 2)) := by
    field_simp
    ring
  rw [crossSection, if_pos hE, ← sub_nonneg, h1, mul_nonneg_iff_of_pos_right hc, sub_nonneg]

/-- A quadratic polynomial in the energy times the Boltzmann factor vanishes at high energy. -/
theorem boltzmann_tail {β : ℝ} (hβ : 0 < β) (a b c : ℝ) :
    Tendsto (fun x : ℝ => -((a * (x * x) + b * x + c) * Real.exp (-(β * x)))) atTop (𝓝 0) := by
  have h : ∀ n : ℕ, Tendsto (fun x : ℝ => x ^ n * Real.exp (-(β * x))) atTop (𝓝 0) := by
    intro n
    have h2 := ((Real.tendsto_pow_mul_exp_neg_atTop_nhds_zero n).comp
      (tendsto_id.const_mul_atTop hβ)).const_mul ((β ^ n)⁻¹)
    rw [mul_zero] at h2
    refine h2.congr (fun x => ?_)
    simp only [Function.comp_apply, id_eq, mul_pow]
    rw [← mul_assoc, ← mul_assoc, inv_mul_cancel₀ (pow_ne_zero n hβ.ne'), one_mul]
  have h3 := ((((h 2).const_mul a).add ((h 1).const_mul b)).add ((h 0).const_mul c)).neg
  simp only [mul_zero, add_zero, neg_zero] at h3
  exact h3.congr (fun x => by ring)

/-- The Boltzmann integral above threshold of the excess energy times a linear weight. -/
theorem threshold_integral {β E0 u v : ℝ} (hβ : 0 < β) (h0 : 0 ≤ E0) (hu : 0 ≤ u)
    (hv : 0 ≤ v) :
    ∫ E in Ioi E0, (E - E0) * (u + v * E) * Real.exp (-(β * E)) =
      ((u + v * E0) / β ^ 2 + 2 * v / β ^ 3) * Real.exp (-(β * E0)) := by
  -- coefficients of the antiderivative
  obtain ⟨a, ha⟩ : ∃ a, a = v / β := ⟨_, rfl⟩
  obtain ⟨b, hb⟩ : ∃ b, b = (u - v * E0) / β + 2 * v / β ^ 2 := ⟨_, rfl⟩
  obtain ⟨c, hc⟩ : ∃ c, c = -(u * E0) / β + (u - v * E0) / β ^ 2 + 2 * v / β ^ 3 := ⟨_, rfl⟩
  have hderiv : ∀ x ∈ Ici E0,
      HasDerivAt (fun x : ℝ => -((a * (x * x) + b * x + c) * Real.exp (-(β * x))))
        ((x - E0) * (u + v * x) * Real.exp (-(β * x))) x := by
    intro x _
    have he := ((hasDerivAt_id' x).const_mul β).fun_neg.exp
    have hp := ((((hasDerivAt_id' x).fun_mul (hasDerivAt_id' x)).const_mul a).fun_add
      ((hasDerivAt_id' x).const_mul b)).add_const c
    have hq : β * (a * (x * x) + b * x + c) - (2 * a * x + b) = (x - E0) * (u + v * x) := by
      rw [ha, hb, hc]
      field_simp
      ring
    refine (hp.fun_mul he).fun_neg.congr_deriv ?_
    linear_combination Real.exp (-(β * x)) * hq
  have hpos : ∀ x ∈ Ioi E0, 0 ≤ (x - E0) * (u + v * x) * Real.exp (-(β * x)) := by
    intro x hx
    have hx' : E0 < x := hx
    have h1 : 0 ≤ x - E0 := by linarith
    have h2 : 0 ≤ x := by linarith
    positivity
  have h := integral_Ioi_of_hasDerivAt_of_nonneg' hderiv hpos (boltzmann_tail hβ a b c)
  have hP : a * (E0 * E0) + b * E0 + c = (u + v * E0) / β ^ 2 + 2 * v / β ^ 3 := by
    rw [ha, hb, hc]
    field_simp
    ring
  refine h.trans ?_
  simp only [hP]
  ring

/-- The thermal collision integral of the line-of-centres cross section with a weight linear in
the energy. -/
theorem collision_integral {β E0 u v : ℝ} (d : ℝ) (hβ : 0 < β) (h0 : 0 ≤ E0) (hu : 0 ≤ u)
    (hv : 0 ≤ v) :
    ∫ E in Ioi (0 : ℝ), (u + v * E) * (crossSection d E0 E * E * Real.exp (-(β * E))) =
      π * d ^ 2 * ((u + v * E0) / β ^ 2 + 2 * v / β ^ 3) * Real.exp (-(β * E0)) := by
  have hpi := Real.pi_pos
  -- collisions below threshold do not contribute
  rw [setIntegral_eq_of_subset_of_forall_sdiff_eq_zero measurableSet_Ioi (Ioi_subset_Ioi h0)
    (fun E hE => by
      have hE' : ¬ E0 < E := hE.2
      simp only [crossSection, if_neg hE', zero_mul, mul_zero])]
  have h := threshold_integral (u := π * d ^ 2 * u) (v := π * d ^ 2 * v) hβ h0
    (by positivity) (by positivity)
  refine (setIntegral_congr_fun measurableSet_Ioi (fun E hE => ?_)).trans (h.trans (by ring))
  have hE' : E0 < E := hE
  have hne : E ≠ 0 := (lt_of_le_of_lt h0 hE').ne'
  have h1 : (1 - E0 / E) * E = E - E0 := by field_simp
  simp only [crossSection, if_pos hE']
  linear_combination (π * d ^ 2 * (u + v * E) * Real.exp (-(β * E))) * h1

/-- The thermal rate of the line-of-centres model is the hard-sphere collision rate times the
Boltzmann factor of the threshold energy. -/
theorem thermalRate_eq {β E0 : ℝ} (d μ : ℝ) (hβ : 0 < β) (h0 : 0 ≤ E0) :
    thermalRate (crossSection d E0) μ β =
      π * d ^ 2 * Real.sqrt (8 / (π * μ * β)) * Real.exp (-(β * E0)) := by
  have h := collision_integral d hβ h0 zero_le_one le_rfl
  simp only [zero_mul, add_zero, one_mul, mul_zero, zero_div] at h
  have hs : Real.sqrt β * Real.sqrt β = β := Real.mul_self_sqrt hβ.le
  have hsp : 0 < Real.sqrt β := Real.sqrt_pos.mpr hβ
  have hpow : β ^ (3 / 2 : ℝ) = β * Real.sqrt β := by
    rw [show (3 / 2 : ℝ) = 1 + 1 / 2 by norm_num, Real.rpow_add hβ, Real.rpow_one,
      ← Real.sqrt_eq_rpow]
  -- the powers of temperature combine to an inverse square root of `β`
  have hk : β * Real.sqrt β / β ^ 2 = 1 / Real.sqrt β := by
    rw [div_eq_div_iff (pow_ne_zero 2 hβ.ne') hsp.ne']
    linear_combination β * hs
  rw [thermalRate, h, hpow, ← div_div 8 (π * μ) β, Real.sqrt_div' _ hβ.le]
  linear_combination
    (Real.sqrt (8 / (π * μ)) * (π * d ^ 2) * Real.exp (-(β * E0))) * hk

/-- Minus the derivative of the logarithm of the line-of-centres rate with respect to inverse
temperature is `E0 + 1 / (2 β)`. -/
theorem activation_energy {β E0 d μ : ℝ} (hβ : 0 < β) (h0 : 0 ≤ E0) (hd : 0 < d)
    (hμ : 0 < μ) :
    HasDerivAt (fun b => Real.log (thermalRate (crossSection d E0) μ b))
      (-(E0 + 1 / (2 * β))) β := by
  have hpi := Real.pi_pos
  have hf := (((Real.hasDerivAt_log hβ.ne').div_const 2).const_sub
    (Real.log (π * d ^ 2) + (Real.log 8 - Real.log (π * μ)) / 2)).fun_sub
    ((hasDerivAt_id' β).const_mul E0)
  refine (hf.congr_deriv (by ring)).congr_of_eventuallyEq ?_
  -- near `β` the logarithm of the rate splits into elementary terms
  filter_upwards [Ioi_mem_nhds hβ] with b hb
  have hb' : 0 < b := hb
  have hx : 0 < 8 / (π * μ * b) := by positivity
  have hsq : 0 < Real.sqrt (8 / (π * μ * b)) := Real.sqrt_pos.mpr hx
  have hA : 0 < π * d ^ 2 := by positivity
  have hM : 0 < π * μ := by positivity
  rw [thermalRate_eq d μ hb' h0, Real.log_mul (mul_pos hA hsq).ne' (Real.exp_pos _).ne',
    Real.log_exp, Real.log_mul hA.ne' hsq.ne', Real.log_sqrt hx.le,
    Real.log_div (by norm_num) (mul_pos hM hb').ne', Real.log_mul hM.ne' hb'.ne']
  ring

/-- In the line-of-centres model the mean energy of reacting collisions is `E0 + 2 / β`. -/
theorem meanReactiveEnergy_eq {β E0 d : ℝ} (hβ : 0 < β) (h0 : 0 ≤ E0) (hd : 0 < d) :
    meanReactiveEnergy (crossSection d E0) β = E0 + 2 / β := by
  have h1 := collision_integral d hβ h0 zero_le_one le_rfl
  have h2 := collision_integral d hβ h0 le_rfl zero_le_one
  simp only [zero_mul, add_zero, one_mul, mul_zero, zero_div] at h1
  simp only [zero_add, one_mul, mul_one] at h2
  have hpi := Real.pi_pos
  have he := Real.exp_pos (-(β * E0))
  have hden : π * d ^ 2 * (1 / β ^ 2) * Real.exp (-(β * E0)) ≠ 0 := by positivity
  rw [meanReactiveEnergy, h1, h2, div_eq_iff hden]
  ring

/-- Tolman's relation for the line-of-centres model: minus the logarithmic derivative of the rate
is the mean energy of reacting collisions less `3 / (2 β)`. -/
theorem tolman_relation {β E0 d μ : ℝ} (hβ : 0 < β) (h0 : 0 ≤ E0) (hd : 0 < d)
    (hμ : 0 < μ) :
    HasDerivAt (fun b => Real.log (thermalRate (crossSection d E0) μ b))
      (-(meanReactiveEnergy (crossSection d E0) β - 3 / (2 * β))) β := by
  refine (activation_energy hβ h0 hd hμ).congr_deriv ?_
  rw [meanReactiveEnergy_eq hβ h0 hd]
  ring

end

end LineOfCentres
```

```lean
#print axioms LineOfCentres.reactive_iff
#print axioms LineOfCentres.activation_energy
#print axioms LineOfCentres.tolman_relation
```

```
'LineOfCentres.reactive_iff' depends on axioms: [propext, Classical.choice, Quot.sound]
'LineOfCentres.activation_energy' depends on axioms: [propext, Classical.choice, Quot.sound]
'LineOfCentres.tolman_relation' depends on axioms: [propext, Classical.choice, Quot.sound]
```

## How the proof follows the calculation

`reactive_iff` justifies the cross section: the energy margin equals the area margin times the positive factor $E/(\pi d^2)$.

`threshold_integral` replaces the substitution by an explicit antiderivative $-P(x)e^{-\beta x}$, where the quadratic $P$ satisfies $\beta P-P'=(x-E_0)(u+vx)$. `boltzmann_tail` shows that it vanishes at infinity, so the integral is $P(E_0)e^{-\beta E_0}$. The conditions $u,v\ge0$ make the integrand nonnegative, which the integration theorem used here requires.

`collision_integral` discards the energies below threshold and applies $(1-E_0/E)E=E-E_0$. `thermalRate_eq` then writes $\beta^{3/2}=\beta\sqrt\beta$ and combines the powers.

For `activation_energy`, the logarithm is split at every positive argument. This covers a neighbourhood of $\beta$, so the derivative of the elementary expression carries over to $\ln k$. `meanReactiveEnergy_eq` divides the two collision integrals, and `tolman_relation` follows from $2/\beta-3/(2\beta)=1/(2\beta)$.
